# Pairwise anticommuting Pauli strings satisfy \(\sum_i 3^{-w_i}\le 1\)

Let \(m\) Pauli strings on \(N\) qubits anticommute pairwise, and let the weight \(w_i\) be the number of nonidentity letters in string \(i\). Then

\[
\sum_i 3^{-w_i}\le 1,\qquad\text{and for } m\ge 1\qquad \frac1m\sum_i w_i\ \ge\ \log_3 m .
\]

If the \(2n\) Majorana operators of \(n\ge1\) fermionic modes are each encoded as one Pauli string, some string therefore has weight at least \(\log_3(2n)\), however many qubits are used. In fermionic simulation on qubits this limits the locality of single Majorana operators under such an encoding. A product of them can have smaller weight: in the Jordan–Wigner encoding the two Majorana operators of one mode multiply to a single \(Z\), up to a phase.

## Counting measurement settings

Write \(p_k\) for the letter of string \(p\) on qubit \(k\). Exchanging two letters \(a,b\) gives a sign \(s(a,b)\), which is \(+1\) if \(a=I\), \(b=I\) or \(a=b\), and \(-1\) otherwise. For the string operators \(P,Q\) of \(p,q\),

\[
PQ=\Big(\prod_k s(p_k,q_k)\Big)\,QP .
\]

Since \(P^2=Q^2=1\), the product \(QP\) is invertible, so \(P\) and \(Q\) anticommute exactly when the sign product is \(-1\).

Now choose an axis \(X\), \(Y\) or \(Z\) for every qubit. Such a setting is compatible with \(p\) if it agrees with every nonidentity letter of \(p\). The \(w\) nonidentity letters fix their axes and the other qubits are free, which leaves \(3^{N-w}\) compatible settings. If \(p\) and \(q\) shared one, their letters on each qubit would be equal or include an identity. All signs would be \(+1\), and the strings would commute. Anticommuting strings thus have disjoint sets of compatible settings, and

\[
\sum_i 3^{N-w_i}\le 3^N .
\]

Dividing by \(3^N\) gives the first claim.

For the mean, apply \(\ln x\le x-1\) to \(x=m\,3^{-w_i}\) and sum over \(i\):

\[
m\ln m-\ln 3\sum_i w_i\ \le\ m\sum_i 3^{-w_i}-m\ \le\ 0 .
\]

Division by \(m\ln 3\) gives the second claim. Some weight is at least the mean, which yields the Majorana bound at \(m=2n\).

In the smallest case, \(n=1\), the bound is \(\log_3 2\approx0.63\). Weights are integers, so some string has weight at least 1; \(X\) and \(Y\) on one qubit achieve this.

## Equality by branching

Give each of \(m\) anticommuting strings a new qubit of its own, and continue it there by \(X\), \(Y\) or \(Z\). Two continuations of one string differ only on its new qubit, where they anticommute. Continuations of different strings gain no new sign. Each weight rises by one, \(m\) becomes \(3m\), and \(N\) becomes \(N+m\). Starting from the empty string on zero qubits, \(h\) rounds give \(3^h\) strings of weight \(h\) on \((3^h-1)/2\) qubits, with equality in both bounds.

## Strings as matrices in Lean

```lean
import Mathlib

open Finset

namespace AnticommutingPauliWeight

noncomputable section
```

A string is a function from the qubit type `ι` to four letters.

```lean
/-- The four single-qubit Pauli letters. -/
inductive Pauli
  | I | X | Y | Z
  deriving DecidableEq

/-- The 2 × 2 matrix of a Pauli letter. -/
def pauliMatrix : Pauli → Matrix (Fin 2) (Fin 2) ℂ
  | .I => !![1, 0; 0, 1]
  | .X => !![0, 1; 1, 0]
  | .Y => !![0, -Complex.I; Complex.I, 0]
  | .Z => !![1, 0; 0, -1]

/-- The sign picked up when two Pauli letters are exchanged. -/
def sgn (a b : Pauli) : ℂ := if a = .I ∨ b = .I ∨ a = b then 1 else -1
```

The type `κ` labels the strings, so \(m\) is `Fintype.card κ` and \(N\) is `Fintype.card ι`. The operator `op p` is the actual tensor product, with rows and columns labelled by computational basis states. It carries no phase prefactor.

```lean
variable {ι κ : Type*} [Fintype ι] [DecidableEq ι] [Fintype κ]

/-- The operator of a Pauli string: the tensor product of its letters, in the computational basis. -/
def op (p : ι → Pauli) : Matrix (ι → Fin 2) (ι → Fin 2) ℂ :=
  Matrix.of fun x y => ∏ k, pauliMatrix (p k) (x k) (y k)

/-- The weight of a Pauli string: the number of its nonidentity letters. -/
def weight (p : ι → Pauli) : ℕ := (univ.filter fun k => p k ≠ .I).card
```

Anticommutation is assumed as a matrix identity for every pair of different labels.

```lean
/-- Any two different strings of the family have anticommuting operators. -/
def Anticommuting (P : κ → ι → Pauli) : Prop :=
  ∀ i j, i ≠ j → op (P i) * op (P j) = -(op (P j) * op (P i))
```

## Exchange signs

Matrix multiplication sums over intermediate basis states; exchanging that sum with the product over qubits gives qubitwise multiplication.

```lean
/-- Pauli strings multiply qubit by qubit. -/
theorem op_mul_apply (p q : ι → Pauli) (x y : ι → Fin 2) :
    (op p * op q) x y = ∏ k, (pauliMatrix (p k) * pauliMatrix (q k)) (x k) (y k) := by
  simp only [op, Matrix.mul_apply, Matrix.of_apply, ← Finset.prod_mul_distrib]
  rw [Finset.prod_univ_sum, Fintype.piFinset_univ]

/-- Every Pauli string squares to the identity. -/
theorem op_sq (p : ι → Pauli) : op p * op p = 1 := by
  have h1 : ∀ a, pauliMatrix a * pauliMatrix a = 1 := by
    intro a
    cases a <;> ext i j <;> fin_cases i <;> fin_cases j <;>
      simp [pauliMatrix, Matrix.mul_apply, Fin.sum_univ_succ]
  ext x y
  rw [op_mul_apply]
  simp only [h1]
  by_cases h : x = y
  · subst h
    simp
  · obtain ⟨k, hk⟩ := Function.ne_iff.1 h
    rw [Matrix.one_apply_ne h]
    exact Finset.prod_eq_zero (mem_univ k) (Matrix.one_apply_ne hk)
```

Below, `hs` checks the letter signs and `hx` multiplies them. The forward direction cancels `op q * op p` by multiplying with its inverse, then reads off one matrix entry.

```lean
/-- Two Pauli strings anticommute exactly when their single-qubit exchange signs multiply to -1. -/
theorem anticommute_iff (p q : ι → Pauli) :
    op p * op q = -(op q * op p) ↔ ∏ k, sgn (p k) (q k) = -1 := by
  have hs : ∀ a b, pauliMatrix a * pauliMatrix b
      = sgn a b • (pauliMatrix b * pauliMatrix a) := by
    intro a b
    cases a <;> cases b <;> ext i j <;> fin_cases i <;> fin_cases j <;>
      simp [pauliMatrix, sgn, Matrix.mul_apply, Fin.sum_univ_succ]
  have hx : op p * op q = (∏ k, sgn (p k) (q k)) • (op q * op p) := by
    ext x y
    rw [Matrix.smul_apply, op_mul_apply, op_mul_apply, smul_eq_mul, ← Finset.prod_mul_distrib]
    refine Finset.prod_congr rfl fun k _ => ?_
    rw [hs (p k) (q k), Matrix.smul_apply, smul_eq_mul]
  constructor
  · intro h
    rw [hx] at h
    -- cancel the invertible operator `op q * op p`
    have hM : op q * op p * (op p * op q) = 1 := by
      rw [Matrix.mul_assoc, ← Matrix.mul_assoc (op p) (op p), op_sq, Matrix.one_mul, op_sq]
    have h2 := congrArg (fun M => M * (op p * op q)) h
    simp only [Matrix.smul_mul, Matrix.neg_mul, hM] at h2
    have h3 := congrFun (congrFun h2 0) 0
    simpa using h3
  · intro h
    rw [hx, h, neg_smul, one_smul]
```

## Settings and the weight inequality

```lean
/-- The three measurement axes of a qubit. -/
def axes : Finset Pauli := {.X, .Y, .Z}

/-- The choices of one axis per qubit that agree with every nonidentity letter of the string. -/
def settings (p : ι → Pauli) : Finset (ι → Pauli) :=
  Fintype.piFinset fun k => if p k = .I then axes else {p k}
```

The count \(3^{N-w}\) is written as \(3^N(1/3)^w\).

```lean
/-- A string of weight w on N qubits is compatible with a fraction 3^(-w) of all 3^N measurement
settings. -/
theorem card_settings (p : ι → Pauli) :
    ((settings p).card : ℝ) = 3 ^ Fintype.card ι * (1 / 3) ^ weight p := by
  have h3 : axes.card = 3 := rfl
  have hw : ((1 : ℝ) / 3) ^ weight p = ∏ k, if p k ≠ .I then (1 : ℝ) / 3 else 1 := by
    rw [weight, ← Finset.prod_const, Finset.prod_filter]
  have hn : (3 : ℝ) ^ Fintype.card ι = ∏ _k : ι, (3 : ℝ) := by simp
  rw [settings, Fintype.card_piFinset, Nat.cast_prod, hw, hn, ← Finset.prod_mul_distrib]
  refine Finset.prod_congr rfl fun k _ => ?_
  by_cases h : p k = .I <;> simp [h, h3]

/-- Anticommuting Pauli strings have no compatible measurement setting in common. -/
theorem disjoint_settings (p q : ι → Pauli) (h : op p * op q = -(op q * op p)) :
    Disjoint (settings p) (settings q) := by
  rw [Finset.disjoint_left]
  intro b hp hq
  have h1 : ∏ k, sgn (p k) (q k) = 1 := by
    refine Finset.prod_eq_one fun k _ => ?_
    have hpk := Fintype.mem_piFinset.1 hp k
    have hqk := Fintype.mem_piFinset.1 hq k
    by_cases hI : p k = .I
    · simp [sgn, hI]
    by_cases hJ : q k = .I
    · simp [sgn, hJ]
    simp only [hI, ↓reduceIte, Finset.mem_singleton] at hpk
    simp only [hJ, ↓reduceIte, Finset.mem_singleton] at hqk
    have e : p k = q k := hpk.symm.trans hqk
    simp [sgn, e]
  rw [(anticommute_iff p q).1 h] at h1
  norm_num at h1
```

The cardinality of the disjoint union is the sum of the cardinalities, bounded by \(3^N\).

```lean
/-- For pairwise anticommuting Pauli strings of weights w_i, the sum of 3^(-w_i) is at most 1. -/
theorem sum_weight_le_one (P : κ → ι → Pauli) (hP : Anticommuting P) :
    ∑ i, ((1 : ℝ) / 3) ^ weight (P i) ≤ 1 := by
  have hax : ∀ a : Pauli, a ≠ .I → a ∈ axes := by
    intro a ha
    cases a <;> simp_all [axes]
  -- the disjoint sets of settings fit into the set of all 3^N settings of the N qubits
  have hc : ∑ i, (settings (P i)).card ≤ 3 ^ Fintype.card ι := by
    rw [← Finset.card_biUnion (fun i _ j _ hij => disjoint_settings _ _ (hP i j hij))]
    have h3 : (Fintype.piFinset fun _ : ι => axes).card = 3 ^ Fintype.card ι := by
      have h3 : axes.card = 3 := rfl
      simp [h3]
    rw [← h3]
    refine Finset.card_le_card fun b hb => ?_
    obtain ⟨i, _, hi⟩ := Finset.mem_biUnion.1 hb
    refine Fintype.mem_piFinset.2 fun k => ?_
    have hk := Fintype.mem_piFinset.1 hi k
    by_cases h : P i k = .I
    · simpa only [h, ↓reduceIte] using hk
    · simp only [h, ↓reduceIte, Finset.mem_singleton] at hk
      rw [hk]
      exact hax _ h
  have hr : ((∑ i, (settings (P i)).card : ℕ) : ℝ) ≤ 3 ^ Fintype.card ι := by
    exact_mod_cast hc
  rw [Nat.cast_sum] at hr
  simp only [card_settings] at hr
  rw [← Finset.mul_sum] at hr
  exact le_of_mul_le_mul_left (by rw [mul_one]; exact hr)
    (show (0 : ℝ) < 3 ^ Fintype.card ι by positivity)
```

## Mean weight and Majorana strings

The mean `a` is specified by \(m\,a=\sum_i w_i\), which determines it because \(m\ge1\). The step `ht` is the logarithm inequality for one string.

```lean
/-- If m ≥ 1 pairwise anticommuting Pauli strings have mean weight a, then a is at least log₃ m. -/
theorem logb_le_mean_weight (P : κ → ι → Pauli) (hP : Anticommuting P)
    (hm : 0 < Fintype.card κ) (a : ℝ)
    (ha : (Fintype.card κ : ℝ) * a = ∑ i, (weight (P i) : ℝ)) :
    Real.logb 3 (Fintype.card κ) ≤ a := by
  have hm' : (0 : ℝ) < Fintype.card κ := by exact_mod_cast hm
  have h3 : 0 < Real.log 3 := Real.log_pos (by norm_num)
  -- log x ≤ x - 1 at x = m 3^(-w_i)
  have ht : ∀ i, Real.log (Fintype.card κ) - (weight (P i) : ℝ) * Real.log 3
      ≤ (Fintype.card κ : ℝ) * (1 / 3) ^ weight (P i) - 1 := by
    intro i
    have h := Real.log_le_sub_one_of_pos
      (show 0 < (Fintype.card κ : ℝ) * (1 / 3) ^ weight (P i) by positivity)
    have e : Real.log ((1 / 3) ^ weight (P i)) = -((weight (P i) : ℝ) * Real.log 3) := by
      rw [Real.log_pow, one_div, Real.log_inv]
      ring
    rw [Real.log_mul hm'.ne' (by positivity), e] at h
    linarith
  have hs := Finset.sum_le_sum fun i (_ : i ∈ (univ : Finset κ)) => ht i
  simp only [Finset.sum_sub_distrib, Finset.sum_const, Finset.card_univ, nsmul_eq_mul,
    ← Finset.mul_sum, ← Finset.sum_mul, mul_one] at hs
  rw [← ha] at hs
  have hk := mul_le_mul_of_nonneg_left (sum_weight_le_one P hP) hm'.le
  rw [Real.logb, div_le_iff₀ h3]
  refine le_of_mul_le_mul_left ?_ hm'
  linarith
```

The Majorana theorem uses only pairwise anticommutation of the \(2n\) strings. Encodings that represent a Majorana operator by a sum of strings are not covered.

```lean
/-- If the 2n Majorana operators of n ≥ 1 fermionic modes are encoded as pairwise anticommuting
Pauli strings, some string has weight at least log₃(2n), whatever the number of qubits. -/
theorem majorana_weight (n : ℕ) (hn : 0 < n) (P : Fin (2 * n) → ι → Pauli)
    (hP : Anticommuting P) : ∃ i, Real.logb 3 (2 * n) ≤ weight (P i) := by
  have hc : (0 : ℝ) < 2 * n := by positivity
  have h := logb_le_mean_weight P hP (by simpa using hn)
    ((∑ i, (weight (P i) : ℝ)) / (2 * n)) (by
      rw [Fintype.card_fin]
      push_cast
      field_simp)
  rw [Fintype.card_fin] at h
  push_cast at h
  rw [le_div_iff₀ hc] at h
  obtain ⟨i, _, hi⟩ := Finset.exists_le_of_sum_le (s := (univ : Finset (Fin (2 * n))))
    (f := fun _ => Real.logb 3 (2 * n)) (g := fun i => (weight (P i) : ℝ))
    ⟨⟨0, by omega⟩, mem_univ _⟩ (by
      simp only [Finset.sum_const, Finset.card_univ, Fintype.card_fin, nsmul_eq_mul]
      push_cast
      linarith)
  exact ⟨i, hi⟩
```

## Families that attain the bound

```lean
/-- The letters X, Y, Z, numbered. -/
def axis : Fin 3 → Pauli := ![.X, .Y, .Z]

/-- None of the three numbered letters is the identity. -/
theorem axis_ne : ∀ c, axis c ≠ .I := by decide
```

One qubit already gives equality: three strings of weight 1.

```lean
/-- On one qubit X, Y, Z anticommute pairwise, and their sum of 3^(-w_i) equals 1. -/
theorem single_qubit_witness :
    Anticommuting (fun (c : Fin 3) (_ : Unit) => axis c) ∧
      ∑ c : Fin 3, ((1 : ℝ) / 3) ^ weight (fun _ : Unit => axis c) = 1 := by
  have hinj : ∀ c d, c ≠ d → axis c ≠ axis d := by decide
  constructor
  · intro c d h
    rw [anticommute_iff]
    simp [sgn, axis_ne, hinj c d h]
  · have hw : ∀ c, weight (fun _ : Unit => axis c) = 1 := by
      intro c
      simp [weight, axis_ne]
    simp only [hw]
    norm_num
```

The enlarged qubit set is `ι ⊕ κ`, one new qubit per old string.

```lean
/-- Branching: each string gets a qubit of its own and is continued there by X, Y or Z. -/
def branch [DecidableEq κ] (P : κ → ι → Pauli) (l : κ × Fin 3) : ι ⊕ κ → Pauli :=
  Sum.elim (P l.1) fun j => if j = l.1 then axis l.2 else .I
```

The proof separates equal from different parent strings, as in the argument by hand.

```lean
/-- Branching preserves pairwise anticommutation and raises every weight by one. -/
theorem branch_spec [DecidableEq κ] (P : κ → ι → Pauli) (hP : Anticommuting P) :
    Anticommuting (branch P) ∧ ∀ l, weight (branch P l) = weight (P l.1) + 1 := by
  have hinj : ∀ c d, c ≠ d → axis c ≠ axis d := by decide
  constructor
  · rintro ⟨i, c⟩ ⟨j, d⟩ hne
    rw [anticommute_iff, Fintype.prod_sum_type]
    simp only [branch, Sum.elim_inl, Sum.elim_inr]
    by_cases hij : i = j
    · -- same parent string: the letters differ only on the new qubit
      subst hij
      have hcd : c ≠ d := fun h => hne (by rw [h])
      have h1 : ∏ k, sgn (P i k) (P i k) = 1 :=
        Finset.prod_eq_one fun k _ => by simp [sgn]
      have h2 : ∀ l, sgn (if l = i then axis c else Pauli.I) (if l = i then axis d else Pauli.I)
          = if l = i then -1 else 1 := by
        intro l
        by_cases h : l = i <;> simp [sgn, h, axis_ne, hinj c d hcd]
      simp only [h1, h2]
      simp
    · -- different parents: the new qubits contribute no sign
      have h2 : ∏ l, sgn (if l = i then axis c else Pauli.I)
          (if l = j then axis d else Pauli.I) = 1 := by
        refine Finset.prod_eq_one fun l _ => ?_
        by_cases h : l = i
        · have hl : l ≠ j := fun h' => hij (h.symm.trans h')
          simp [sgn, hl]
        · simp [sgn, h]
      rw [h2, mul_one]
      exact (anticommute_iff _ _).1 (hP i j hij)
  · rintro ⟨i, c⟩
    have h2 : ∀ l, (if branch P (i, c) (Sum.inr l) ≠ Pauli.I then 1 else 0)
        = if l = i then 1 else 0 := by
      intro l
      by_cases h : l = i <;> simp [branch, h, axis_ne]
    -- old qubits carry the old weight, the new qubits add one letter
    have e : weight (branch P (i, c)) = weight (P i)
        + ∑ l, if branch P (i, c) (Sum.inr l) ≠ Pauli.I then 1 else 0 := by
      rw [weight, weight, Finset.card_filter, Finset.card_filter, Fintype.sum_sum_type]
      rfl
    rw [e, Finset.sum_congr rfl fun l _ => h2 l, Finset.sum_ite_eq', if_pos (mem_univ i)]
```

Induction on \(h\) starts with no qubits and one string. The qubit count is stated as \(2N+1=3^h\), avoiding division.

```lean
/-- For every h there are 3^h pairwise anticommuting Pauli strings on (3^h - 1)/2 qubits,
all of weight exactly h. -/
theorem ternary_tree_sharp (h : ℕ) :
    ∃ (ι κ : Type) (_ : Fintype ι) (_ : DecidableEq ι) (_ : Fintype κ) (_ : DecidableEq κ)
      (P : κ → ι → Pauli), Fintype.card κ = 3 ^ h ∧ 2 * Fintype.card ι + 1 = 3 ^ h ∧
        Anticommuting P ∧ ∀ i, weight (P i) = h := by
  induction h with
  | zero =>
    refine ⟨Empty, Unit, inferInstance, inferInstance, inferInstance, inferInstance,
      fun _ _ => .I, by simp, by simp, fun i j hij => absurd (Subsingleton.elim i j) hij,
      fun i => by simp [weight]⟩
  | succ h ih =>
    obtain ⟨ι, κ, _, _, _, _, P, hκ, hι, hP, hw⟩ := ih
    refine ⟨ι ⊕ κ, κ × Fin 3, inferInstance, inferInstance, inferInstance, inferInstance,
      branch P, ?_, ?_, (branch_spec P hP).1, fun l => ?_⟩
    · rw [Fintype.card_prod, Fintype.card_fin, hκ, pow_succ]
    · rw [Fintype.card_sum, hκ, pow_succ]
      omega
    · rw [(branch_spec P hP).2, hw]

end

end AnticommutingPauliWeight
```

```lean
#print axioms AnticommutingPauliWeight.sum_weight_le_one
#print axioms AnticommutingPauliWeight.majorana_weight
#print axioms AnticommutingPauliWeight.ternary_tree_sharp
```

```
'AnticommutingPauliWeight.sum_weight_le_one' depends on axioms: [propext, Classical.choice, Quot.sound]
'AnticommutingPauliWeight.majorana_weight' depends on axioms: [propext, Classical.choice, Quot.sound]
'AnticommutingPauliWeight.ternary_tree_sharp' depends on axioms: [propext, Classical.choice, Quot.sound]
```
